# For Hermitian $H$, the ionization widths of $H-i\eta W$ vanish as $\eta\to0^+$ in a fixed finite basis

An atom in a static electric field can lose an electron by tunnelling. Describe it first by a single state of real energy $h$, with an absorber of strength $\eta>0$ and value $w\ge0$ that removes the escaping electron. The energy becomes $E=h-i\eta w$, and the population decays as $e^{-2\eta wt/\hbar}$, where $t$ is time. The width $\Gamma=-2\,\mathrm{Im}\,E=2\eta w$ comes entirely from the absorber and disappears with it.

With finitely many orthonormal basis states, $H$ is the matrix of the atom including the field, and $W$ is the matrix of the absorbing potential.

```lean
import Mathlib

open Matrix Filter Topology
open scoped ComplexOrder

namespace AbsorbingPotentialWidths

variable {n : Type*}
```

`capHamiltonian H W η` is $H-i\eta W$ for real $\eta$.

```lean
/-- The Hamiltonian `H - iηW` with absorbing potential `W` of strength `η`. -/
noncomputable def capHamiltonian (H W : Matrix n n ℂ) (η : ℝ) : Matrix n n ℂ :=
  H - (Complex.I * (η : ℂ)) • W
```

`ionizationWidth` is $\Gamma$, in units of energy.

```lean
/-- The ionization width `Γ = -2 Im E` of a complex energy `E`. -/
noncomputable def ionizationWidth (E : ℂ) : ℝ := -2 * E.im
```

An eigenvalue must have a nonzero eigenvector, which need not be normalised.

```lean
variable [Fintype n]

/-- `E` is an eigenvalue of `A`: there is a nonzero vector `v` with `A v = E v`. -/
def IsEigenvalue (A : Matrix n n ℂ) (E : ℂ) : Prop :=
  ∃ v : n → ℂ, v ≠ 0 ∧ A *ᵥ v = E • v
```

**(a)** Express the product of a state $v$ with itself through its populations:
$$\langle v,v\rangle=\sum_i|v_i|^2.$$

*Solution.* Each term is $\overline{v_i}v_i=|v_i|^2$. Lean writes $\langle v,u\rangle$ as `star v ⬝ᵥ u`. Below, $\|v\|^2$ denotes this sum.

```lean
/-- The product of a state with itself is the sum of its populations in the basis. -/
theorem star_dot_self (v : n → ℂ) :
    star v ⬝ᵥ v = ((∑ i, ‖v i‖ ^ 2 : ℝ) : ℂ) := by
  simp only [dotProduct, Pi.star_apply, Complex.star_def, Complex.ofReal_sum,
    Complex.ofReal_pow, Complex.conj_mul']
```

**(b)** Show that a nonzero state can be normalised:
$$v\neq0\ \Rightarrow\ \|v\|^2>0.$$

*Solution.* Some component $v_i$ is nonzero. Its square is positive and the other terms are nonnegative.

```lean
/-- A nonzero state has positive total population. -/
theorem population_pos {v : n → ℂ} (hv : v ≠ 0) : 0 < ∑ i, ‖v i‖ ^ 2 := by
  obtain ⟨i, hi⟩ := Function.ne_iff.mp hv
  have hpos : 0 < ‖v i‖ := norm_pos_iff.mpr hi
  exact Finset.sum_pos' (fun k _ => sq_nonneg _) ⟨i, Finset.mem_univ i, by positivity⟩
```

**(c)** Let $H$ be Hermitian and $(H-i\eta W)v=Ev$. Find the imaginary part of the energy:
$$\mathrm{Im}\,E\,\|v\|^2=-\eta\,\mathrm{Re}\langle v,Wv\rangle.$$

*Solution.* Since $\langle v,Hv\rangle=\langle Hv,v\rangle=\overline{\langle v,Hv\rangle}$, this number is real (`hreal`, `him`). Projecting the eigenvalue equation on $v$ gives (`h2`)
$$\langle v,Hv\rangle-i\eta\langle v,Wv\rangle=E\|v\|^2,$$
and the imaginary part is the claim (`h3`). For normalised $v$, $\mathrm{Im}\,E$ is $-\eta$ times the real part of the expectation value of $W$.

```lean
/-- For Hermitian `H` and an eigenvector `v` of `H - iηW` with eigenvalue `E`,
`Im E` times the squared norm of `v` equals `-η Re⟨v, W v⟩`. -/
theorem im_mul_population {H W : Matrix n n ℂ} {η : ℝ} {E : ℂ} {v : n → ℂ}
    (hH : H.IsHermitian) (h : capHamiltonian H W η *ᵥ v = E • v) :
    E.im * ∑ i, ‖v i‖ ^ 2 = -η * (star v ⬝ᵥ W *ᵥ v).re := by
  -- the expectation value of the Hermitian part is real
  have hreal : star v ⬝ᵥ H *ᵥ v = star (star v ⬝ᵥ H *ᵥ v) := by
    calc star v ⬝ᵥ H *ᵥ v = star (star (H *ᵥ v) ⬝ᵥ v) := Matrix.star_dotProduct _ _
      _ = star (star v ⬝ᵥ H *ᵥ v) := by
        rw [Matrix.star_mulVec, hH.eq, ← Matrix.dotProduct_mulVec]
  have him : (star v ⬝ᵥ H *ᵥ v).im = 0 := by
    have h1 := congrArg Complex.im hreal
    rw [Complex.star_def, Complex.conj_im] at h1
    linarith
  -- project the eigenvalue equation on `v` and take imaginary parts
  have h2 : star v ⬝ᵥ (capHamiltonian H W η *ᵥ v) = star v ⬝ᵥ (E • v) := by rw [h]
  rw [capHamiltonian, Matrix.sub_mulVec, Matrix.smul_mulVec, dotProduct_sub,
    dotProduct_smul, dotProduct_smul, star_dot_self, smul_eq_mul, smul_eq_mul] at h2
  have h3 := congrArg Complex.im h2
  simp only [Complex.sub_im, Complex.mul_im, Complex.mul_re, Complex.I_re, Complex.I_im,
    Complex.ofReal_re, Complex.ofReal_im] at h3
  linear_combination him - h3
```

**(d)** Bound the absorption for an arbitrary complex matrix $W$:
$$|\mathrm{Re}\langle v,Wv\rangle|\le K\|v\|^2,\qquad K=\sum_{i,j}|W_{ij}|.$$

*Solution.* The triangle inequality gives $|\langle v,Wv\rangle|\le\sum_{i,j}|W_{ij}||v_i||v_j|$. From $(|v_i|-|v_j|)^2\ge0$ follows $|v_i||v_j|\le\tfrac12(|v_i|^2+|v_j|^2)\le\|v\|^2$, which is `hij`.

```lean
/-- In a given basis, `|Re⟨v, W v⟩|` is at most the sum of the moduli of the matrix
elements of `W` times the squared norm of `v`. -/
theorem abs_absorption_le (W : Matrix n n ℂ) (v : n → ℂ) :
    |(star v ⬝ᵥ W *ᵥ v).re| ≤ (∑ i, ∑ j, ‖W i j‖) * ∑ k, ‖v k‖ ^ 2 := by
  have hs (i : n) : ‖v i‖ ^ 2 ≤ ∑ k, ‖v k‖ ^ 2 :=
    Finset.single_le_sum (f := fun k => ‖v k‖ ^ 2) (fun k _ => sq_nonneg _)
      (Finset.mem_univ i)
  calc |(star v ⬝ᵥ W *ᵥ v).re| ≤ ‖star v ⬝ᵥ W *ᵥ v‖ := Complex.abs_re_le_norm _
    _ = ‖∑ i, ∑ j, star (v i) * (W i j * v j)‖ := by
      simp only [dotProduct, Matrix.mulVec, Pi.star_apply, Finset.mul_sum]
    _ ≤ ∑ i, ∑ j, ‖star (v i) * (W i j * v j)‖ :=
      (norm_sum_le _ _).trans (Finset.sum_le_sum fun i _ => norm_sum_le _ _)
    _ ≤ ∑ i, ∑ j, ‖W i j‖ * ∑ k, ‖v k‖ ^ 2 := by
      refine Finset.sum_le_sum fun i _ => Finset.sum_le_sum fun j _ => ?_
      have hij : ‖v i‖ * ‖v j‖ ≤ ∑ k, ‖v k‖ ^ 2 := by
        nlinarith [sq_nonneg (‖v i‖ - ‖v j‖), hs i, hs j]
      rw [norm_mul, norm_mul, norm_star]
      calc ‖v i‖ * (‖W i j‖ * ‖v j‖) = ‖W i j‖ * (‖v i‖ * ‖v j‖) := by ring
        _ ≤ _ := mul_le_mul_of_nonneg_left hij (norm_nonneg _)
    _ = _ := by simp only [Finset.sum_mul]
```

**(e)** Let $H$ be Hermitian. For each $\varepsilon>0$, find one threshold $\delta>0$ that serves the whole spectrum:
$$0<\eta<\delta\ \Rightarrow\ |\Gamma|<\varepsilon.$$

*Solution.* Parts (b)–(d) give $|\mathrm{Im}\,E|\le\eta K$ (`hbound`). Take $\delta=\varepsilon/(2K+1)$; then $|\Gamma|\le2\eta K\le\eta(2K+1)<\varepsilon$.

In a finite-basis Stark calculation, a physical width therefore cannot be read off by letting $\eta\to0$ at fixed basis. To reach the width of the real atom, the limit of a complete basis is taken before $\eta\to0$, with a suitable absorber that grows without bound at large distance. If instead $0\le W\le wI$ held with the same $w$ in every basis, the bound in (g) would still force the widths to zero. The theorem makes no statement about the complete-basis limit.

```lean
/-- In a fixed finite basis with Hermitian `H`, the widths of all eigenvalues of `H - iηW`
vanish as `η` tends to `0` from above, uniformly over the spectrum. -/
theorem widths_vanish {H : Matrix n n ℂ} (hH : H.IsHermitian) (W : Matrix n n ℂ)
    {ε : ℝ} (hε : 0 < ε) :
    ∃ δ > 0, ∀ η : ℝ, 0 < η → η < δ → ∀ E : ℂ,
      IsEigenvalue (capHamiltonian H W η) E → |ionizationWidth E| < ε := by
  obtain ⟨K, hKdef⟩ : ∃ K : ℝ, K = ∑ i, ∑ j, ‖W i j‖ := ⟨_, rfl⟩
  have hK : 0 ≤ K := by rw [hKdef]; positivity
  have hK' : 0 < 2 * K + 1 := by linarith
  refine ⟨ε / (2 * K + 1), div_pos hε hK', ?_⟩
  rintro η hη hδ E ⟨v, hv, h⟩
  have hlt : η * (2 * K + 1) < ε := (lt_div_iff₀ hK').mp hδ
  have hS := population_pos hv
  -- the imaginary part is at most `η K` in modulus
  have hbound : |E.im| ≤ η * K := by
    refine le_of_mul_le_mul_right ?_ hS
    calc |E.im| * ∑ i, ‖v i‖ ^ 2 = |E.im * ∑ i, ‖v i‖ ^ 2| := by
          rw [abs_mul, abs_of_pos hS]
      _ = η * |(star v ⬝ᵥ W *ᵥ v).re| := by
          rw [im_mul_population hH h, abs_mul, abs_neg, abs_of_pos hη]
      _ ≤ η * (K * ∑ i, ‖v i‖ ^ 2) := by
          rw [hKdef]
          exact mul_le_mul_of_nonneg_left (abs_absorption_le W v) hη.le
      _ = η * K * ∑ i, ‖v i‖ ^ 2 := by ring
  have hwidth : |ionizationWidth E| = 2 * |E.im| := by
    rw [ionizationWidth, abs_mul, abs_neg, abs_of_pos (by norm_num : (0 : ℝ) < 2)]
  rw [hwidth]
  linarith
```

**(f)** Let $H$ be Hermitian, $aI\le W\le bI$ with real $a,b$, and $\eta\ge0$. Locate every eigenvalue:
$$-\eta b\le\mathrm{Im}\,E\le-\eta a.$$

*Solution.* The operator inequalities mean that $W-aI$ and $bI-W$ are positive semidefinite (`ha`, `hb`). Evaluated in the eigenvector, they give $a\|v\|^2\le\langle v,Wv\rangle\le b\|v\|^2$. Multiply by $-\eta$, insert (c) and divide by $\|v\|^2$.

```lean
variable [DecidableEq n]

/-- If `H` is Hermitian, `a I ≤ W ≤ b I` and `η ≥ 0`, every eigenvalue `E` of `H - iηW`
lies in the strip `-ηb ≤ Im E ≤ -ηa`. -/
theorem im_mem_strip {H W : Matrix n n ℂ} {a b η : ℝ} {E : ℂ} (hH : H.IsHermitian)
    (ha : (W - (a : ℂ) • (1 : Matrix n n ℂ)).PosSemidef)
    (hb : ((b : ℂ) • (1 : Matrix n n ℂ) - W).PosSemidef) (hη : 0 ≤ η)
    (hE : IsEigenvalue (capHamiltonian H W η) E) :
    -(η * b) ≤ E.im ∧ E.im ≤ -(η * a) := by
  obtain ⟨v, hv, h⟩ := hE
  have hS := population_pos hv
  have hid := im_mul_population hH h
  -- the operator bounds, evaluated in the eigenvector
  have h1 := ha.dotProduct_mulVec_nonneg v
  have h2 := hb.dotProduct_mulVec_nonneg v
  rw [Matrix.sub_mulVec, Matrix.smul_mulVec, Matrix.one_mulVec, dotProduct_sub,
    dotProduct_smul, star_dot_self, smul_eq_mul] at h1 h2
  have h1' := (Complex.le_def.mp h1).1
  have h2' := (Complex.le_def.mp h2).1
  simp only [Complex.sub_re, Complex.re_ofReal_mul, Complex.ofReal_re,
    Complex.zero_re] at h1' h2'
  constructor
  · refine le_of_mul_le_mul_right ?_ hS
    rw [hid]
    linarith [mul_nonneg hη h2']
  · refine le_of_mul_le_mul_right ?_ hS
    rw [hid]
    linarith [mul_nonneg hη h1']
```

**(g)** Specialise to an absorber with $0\le W\le wI$ and $\eta>0$:
$$-\eta w\le\mathrm{Im}\,E\le0.$$

*Solution.* Put $a=0$, $b=w$ in (f). No eigenstate grows in time, and $0\le\Gamma\le2\eta w$.

```lean
/-- If `H` is Hermitian, `0 ≤ W ≤ w I` and `η > 0`, every eigenvalue `E` of `H - iηW`
satisfies `-ηw ≤ Im E ≤ 0`. -/
theorem im_bounds_of_absorber {H W : Matrix n n ℂ} {w η : ℝ} {E : ℂ}
    (hH : H.IsHermitian) (hW : W.PosSemidef)
    (hw : ((w : ℂ) • (1 : Matrix n n ℂ) - W).PosSemidef) (hη : 0 < η)
    (hE : IsEigenvalue (capHamiltonian H W η) E) :
    -(η * w) ≤ E.im ∧ E.im ≤ 0 := by
  have h0 : (W - ((0 : ℝ) : ℂ) • (1 : Matrix n n ℂ)).PosSemidef := by
    rw [Complex.ofReal_zero, zero_smul, sub_zero]
    exact hW
  have h := im_mem_strip hH h0 hw hη.le hE
  exact ⟨h.1, by linarith [h.2]⟩
```

**(h)** Let $H$ be Hermitian and $\eta\ge0$. Evaluate the uniform absorber $W=wI$, with $w$ real:
$$\mathrm{Im}\,E=-\eta w.$$

*Solution.* Put $a=b=w$ in (f); the two bounds coincide. For $w\ge0$, each eigenvalue then sits on the lower bound of (g).

```lean
/-- For Hermitian `H`, `η ≥ 0` and the uniform absorber `W = w I`, every eigenvalue of
`H - iηW` has imaginary part exactly `-ηw`. -/
theorem im_eq_of_uniform_absorber {H : Matrix n n ℂ} {w η : ℝ} {E : ℂ}
    (hH : H.IsHermitian) (hη : 0 ≤ η)
    (hE : IsEigenvalue (capHamiltonian H ((w : ℂ) • (1 : Matrix n n ℂ)) η) E) :
    E.im = -(η * w) := by
  have h0 : ((w : ℂ) • (1 : Matrix n n ℂ) - (w : ℂ) • (1 : Matrix n n ℂ)).PosSemidef := by
    rw [sub_self]
    exact Matrix.PosSemidef.zero
  have h := im_mem_strip hH h0 h0 hη hE
  exact le_antisymm h.2 h.1
```

**(i)** Characterise the eigenvalues of any square matrix $A$ by the secular determinant:
$$E\text{ is an eigenvalue of }A\iff\det(A-EI)=0.$$

*Solution.* $Av=Ev$ means $(A-EI)v=0$, which has a nonzero solution exactly when the determinant vanishes.

```lean
/-- The eigenvalues of `A` are the roots of its secular determinant. -/
theorem isEigenvalue_iff_det (A : Matrix n n ℂ) (E : ℂ) :
    IsEigenvalue A E ↔ (A - E • (1 : Matrix n n ℂ)).det = 0 := by
  rw [← Matrix.exists_mulVec_eq_zero_iff]
  simp only [IsEigenvalue, Matrix.sub_mulVec, Matrix.smul_mulVec, Matrix.one_mulVec,
    sub_eq_zero]
```

**(j)** Let $\eta_k\to0$, and let eigenvalues $E_k$ of $H-i\eta_kW$ converge to $E_0$. Identify the limit:
$$\det(H-E_0I)=0,$$
so $E_0$ is an eigenvalue of $H$.

*Solution.* The function $D(\eta,E)=\det(H-i\eta W-EI)$ is a polynomial, hence continuous (`hc`). By (i), $D(\eta_k,E_k)=0$ for all $k$, so $D(0,E_0)=0$; apply (i) again. Convergence of the $E_k$ is assumed, while $H$ need not be Hermitian here.

```lean
/-- If eigenvalues `E k` of `H - i(η k)W` converge to `E₀` while `η k` tends to `0`,
then `E₀` is an eigenvalue of `H`. -/
theorem limit_isEigenvalue {H W : Matrix n n ℂ} {η : ℕ → ℝ} {E : ℕ → ℂ} {E₀ : ℂ}
    (hη : Tendsto η atTop (𝓝 0)) (hE : Tendsto E atTop (𝓝 E₀))
    (h : ∀ k, IsEigenvalue (capHamiltonian H W (η k)) (E k)) :
    IsEigenvalue H E₀ := by
  -- the secular determinant is continuous in the strength and the energy
  have hc : Continuous fun p : ℝ × ℂ =>
      (capHamiltonian H W p.1 - p.2 • (1 : Matrix n n ℂ)).det := by
    unfold capHamiltonian
    exact Continuous.matrix_det (by fun_prop)
  have ht := (hc.tendsto (0, E₀)).comp (hη.prodMk_nhds hE)
  have hz := tendsto_nhds_unique ht
    (tendsto_const_nhds.congr fun k => ((isEigenvalue_iff_det _ _).mp (h k)).symm)
  have h0 : capHamiltonian H W 0 = H := by
    rw [capHamiltonian, Complex.ofReal_zero, mul_zero, zero_smul, sub_zero]
  rw [isEigenvalue_iff_det]
  rw [h0] at hz
  exact hz

end AbsorbingPotentialWidths
```

```lean
#print axioms AbsorbingPotentialWidths.widths_vanish
#print axioms AbsorbingPotentialWidths.im_bounds_of_absorber
#print axioms AbsorbingPotentialWidths.im_eq_of_uniform_absorber
#print axioms AbsorbingPotentialWidths.limit_isEigenvalue
```

```
'AbsorbingPotentialWidths.widths_vanish' depends on axioms: [propext, Classical.choice, Quot.sound]
'AbsorbingPotentialWidths.im_bounds_of_absorber' depends on axioms: [propext, Classical.choice, Quot.sound]
'AbsorbingPotentialWidths.im_eq_of_uniform_absorber' depends on axioms: [propext, Classical.choice, Quot.sound]
'AbsorbingPotentialWidths.limit_isEigenvalue' depends on axioms: [propext, Classical.choice, Quot.sound]
```
